# Ten symmetry-independent two-electron integrals for five real e + t2 orbitals in octahedral symmetry

To put the Coulomb repulsion of a d shell into a ligand-field or multi-orbital Hubbard model, one fills a table of integrals

$$(ij|kl)=\iint \varphi_i(\mathbf r)\varphi_j(\mathbf r)\,\frac{1}{|\mathbf r-\mathbf r'|}\,\varphi_k(\mathbf r')\varphi_l(\mathbf r')\,d\mathbf r\,d\mathbf r' .$$

Five real orbitals give 625 entries, of which 120 remain after the permutations $i\leftrightarrow j$, $k\leftrightarrow l$ and $(ij)\leftrightarrow(kl)$. If the orbitals span e + t2 of the octahedral group, symmetry leaves ten parameters, which fix the whole table.

## Tables that symmetry allows

```lean
import Mathlib

open Matrix

namespace OctahedralElectrostaticIntegrals

noncomputable section

variable {G ι κ : Type*} [Group G] [Fintype ι] [DecidableEq ι] [Fintype κ] [DecidableEq κ]
```

`G` is the symmetry group, `ι` the finite set of orbital labels and `κ` any finite index set. Below, `D : G →* Matrix ι ι ℝ` is a real representation: a matrix $D(g)$ for each operation, with $D(gh)=D(g)D(h)$ and $D(1)=1$.

```lean
/-- The symmetric-square character `(χ(g)² + χ(g²)) / 2`. -/
def symSq (χ : G → ℝ) (g : G) : ℝ := (χ g ^ 2 + χ (g ^ 2)) / 2
```

From a function $\chi$ on the group, `symSq` makes $\tfrac12(\chi(g)^2+\chi(g^2))$.

```lean
/-- The action of a symmetry operation on products of two real orbitals, symmetrized because
the order of the factors is immaterial. -/
def pairRep (D : G →* Matrix ι ι ℝ) (g : G) : Matrix (ι × ι) (ι × ι) ℝ :=
  Matrix.of fun p q => (D g p.1 q.1 * D g p.2 q.2 + D g p.1 q.2 * D g p.2 q.1) / 2
```

This matrix acts on orbital products $\varphi_i\varphi_j$:

$$M(g)_{(i,j),(k,l)}=\tfrac12\left(D_{ik}D_{jl}+D_{il}D_{jk}\right).$$

$M(1)$ is the projector onto symmetric pairs. With two or more orbitals it is not the identity, since $(i,j)$ and $(j,i)$ are separate labels for $i\ne j$.

```lean
/-- Tables of two-electron integrals `V (i,j) (k,l) = (ij|kl)` that are symmetric under exchange
of the two orbital products and unchanged when the products are transformed by any operation. -/
def integralSpace (D : G →* Matrix ι ι ℝ) : Submodule ℝ (Matrix (ι × ι) (ι × ι) ℝ) where
  carrier := {V | Vᵀ = V ∧ ∀ g, (pairRep D g)ᵀ * V * pairRep D g = V}
  add_mem' := by
    rintro V U ⟨b, c⟩ ⟨b', c'⟩
    exact ⟨by rw [transpose_add, b, b'], fun g => by rw [Matrix.mul_add, Matrix.add_mul, c, c']⟩
  zero_mem' := ⟨transpose_zero, fun g => by simp⟩
  smul_mem' := by
    rintro r V ⟨b, c⟩
    exact ⟨by rw [transpose_smul, b], fun g => by rw [Matrix.mul_smul, Matrix.smul_mul, c]⟩
```

A table $V_{(i,j),(k,l)}=(ij|kl)$ is allowed if $V^T=V$ and $M(g)^TVM(g)=V$ for every $g$. The three remaining fields show that allowed tables form a vector space. Its dimension is the number of parameters that symmetry leaves free. The particular form of $1/r$ or of the orbitals may relate them further: for atomic d orbitals with a common radial function, three Slater integrals fix the whole table.

```lean
/-- The map `V ↦ Nᵀ (V + Vᵀ) N / 2`, which transforms and symmetrizes a table. -/
def twirl (N : Matrix κ κ ℝ) : Matrix κ κ ℝ →ₗ[ℝ] Matrix κ κ ℝ where
  toFun V := (1 / 2 : ℝ) • (Nᵀ * (V + Vᵀ) * N)
  map_add' V U := by
    simp only [transpose_add, Matrix.mul_add, Matrix.add_mul, smul_add]
    abel
  map_smul' r V := by
    rw [transpose_smul, ← smul_add, Matrix.mul_smul, Matrix.smul_mul]
    exact smul_comm _ _ _
```

`twirl` is the linear map $T_N(V)=\tfrac12N^T(V+V^T)N$.

```lean
/-- Allowed integrals obey `(ji|kl) = (ij|kl)`. -/
theorem integral_swap (D : G →* Matrix ι ι ℝ) {V : Matrix (ι × ι) (ι × ι) ℝ}
    (hV : V ∈ integralSpace D) (i j k l : ι) : V (j, i) (k, l) = V (i, j) (k, l) := by
  have h : ∀ a, pairRep D 1 a (j, i) = pairRep D 1 a (i, j) := by
    intro a
    simp only [pairRep, of_apply]
    ring
  rw [← hV.2 1]
  simp only [Matrix.mul_apply, transpose_apply, h]
```

The symmetry $i\leftrightarrow j$ follows from the condition at $g=1$. Columns $(i,j)$ and $(j,i)$ of $M(1)$ are equal, and $V=M(1)^TVM(1)$, so $V_{(j,i),(k,l)}=V_{(i,j),(k,l)}$. With $V^T=V$, the same holds for $k\leftrightarrow l$.

## Traces on products and on tables

```lean
/-- Successive symmetry operations compose on orbital products. -/
theorem pairRep_mul (D : G →* Matrix ι ι ℝ) (g h : G) :
    pairRep D (g * h) = pairRep D g * pairRep D h := by
  have key : ∀ i j k l, D (g * h) i k * D (g * h) j l =
      ∑ p : ι × ι, D g i p.1 * D g j p.2 * (D h p.1 k * D h p.2 l) := by
    intro i j k l
    simp only [map_mul, Matrix.mul_apply, Finset.sum_mul_sum, Fintype.sum_prod_type]
    exact Finset.sum_congr rfl fun a _ => Finset.sum_congr rfl fun b _ => by ring
  ext ⟨i, j⟩ ⟨k, l⟩
  have e : (pairRep D g * pairRep D h) (i, j) (k, l) =
      (D (g * h) i k * D (g * h) j l + D (g * h) i l * D (g * h) j k +
        D (g * h) j k * D (g * h) i l + D (g * h) j l * D (g * h) i k) / 4 := by
    rw [key i j k l, key i j l k, key j i k l, key j i l k, ← Finset.sum_add_distrib,
      ← Finset.sum_add_distrib, ← Finset.sum_add_distrib, Finset.sum_div, Matrix.mul_apply]
    refine Finset.sum_congr rfl fun p _ => ?_
    simp only [pairRep, of_apply]
    ring
  rw [e]
  simp only [pairRep, of_apply]
  ring
```

Write $E=D(gh)$. Multiplying out $M(g)M(h)$ and summing over the intermediate pair gives

$$\tfrac14\left(E_{ik}E_{jl}+E_{il}E_{jk}+E_{jk}E_{il}+E_{jl}E_{ik}\right)=M(gh)_{(i,j),(k,l)}.$$

The step `key` is the factorisation of the double sum, and `ring` collects the equal terms.

```lean
/-- The character on orbital products is the symmetric-square character. -/
theorem trace_pairRep (D : G →* Matrix ι ι ℝ) (g : G) :
    (pairRep D g).trace = symSq (fun h => (D h).trace) g := by
  have h : (D (g ^ 2)).trace = ∑ i, ∑ j, D g i j * D g j i := by
    simp only [pow_two, map_mul, Matrix.trace, diag_apply, Matrix.mul_apply]
  simp only [symSq, h]
  simp only [pairRep, Matrix.trace, diag_apply, of_apply, Fintype.sum_prod_type, pow_two,
    Finset.sum_mul_sum, ← Finset.sum_div, Finset.sum_add_distrib]
```

With $\chi(g)=\operatorname{tr}D(g)$, setting $k=i$ and $l=j$ gives

$$\operatorname{tr}M(g)=\tfrac12\sum_{i,j}(D_{ii}D_{jj}+D_{ij}D_{ji})=\tfrac12\left(\chi(g)^2+\chi(g^2)\right)=:s(g).$$

```lean
/-- The trace of the transform-and-symmetrize map is `((tr N)² + tr N²) / 2`. -/
theorem trace_twirl (N : Matrix κ κ ℝ) :
    LinearMap.trace ℝ _ (twirl N) = (N.trace ^ 2 + (N * N).trace) / 2 := by
  have e : ∀ a b i j, (Nᵀ * Matrix.single a b (1 : ℝ) * N) i j = N a i * N b j := by
    intro a b i j
    simp [Matrix.mul_apply, Matrix.single_apply, ite_and]
  have h : ∀ p q, LinearMap.toMatrix (Matrix.stdBasis ℝ κ κ) (Matrix.stdBasis ℝ κ κ)
      (twirl N) (p, q) (p, q) = (N p p * N q q + N p q * N q p) / 2 := by
    intro p q
    rw [LinearMap.toMatrix_apply, Matrix.stdBasis_eq_single]
    change ((1 / 2 : ℝ) • (Nᵀ * (Matrix.single p q (1 : ℝ) + (Matrix.single p q (1 : ℝ))ᵀ) * N) :
      Matrix κ κ ℝ) p q = _
    rw [transpose_single, Matrix.smul_apply, Matrix.mul_add, Matrix.add_mul, Matrix.add_apply,
      e, e, smul_eq_mul]
    ring
  rw [LinearMap.trace_eq_matrix_trace ℝ (Matrix.stdBasis ℝ κ κ)]
  simp only [Matrix.trace, diag_apply, Fintype.sum_prod_type, h, Matrix.mul_apply, pow_two,
    Finset.sum_mul_sum, ← Finset.sum_div, Finset.sum_add_distrib]
```

Let $E_{pq}$ now be the table with a single 1 at $(p,q)$. By `e`, $(N^TE_{ab}N)_{ij}=N_{ai}N_{bj}$. The diagonal coefficient of $T_N$ at $E_{pq}$ is therefore $\tfrac12(N_{pp}N_{qq}+N_{pq}N_{qp})$, which is `h`. Summing over $p,q$ gives

$$\operatorname{tr}T_N=\tfrac12\left((\operatorname{tr}N)^2+\operatorname{tr}N^2\right).$$

## The count for any finite group

```lean
/-- For any finite symmetry group, the dimension of the space of allowed integral tables is the
group average of the symmetric square of the symmetric-square character. -/
theorem finrank_integralSpace [Fintype G] (D : G →* Matrix ι ι ℝ) :
    (Module.finrank ℝ (integralSpace D) : ℝ) =
      (∑ g, symSq (symSq fun h => (D h).trace) g) / Fintype.card G := by
  have hc : (Fintype.card G : ℝ) ≠ 0 := Nat.cast_ne_zero.mpr Fintype.card_ne_zero
  let P := (Fintype.card G : ℝ)⁻¹ • ∑ g, twirl (pairRep D g)
  have hP : ∀ V, P V = (Fintype.card G : ℝ)⁻¹ •
      ∑ g, (1 / 2 : ℝ) • ((pairRep D g)ᵀ * (V + Vᵀ) * pairRep D g) := by
    intro V
    simp only [P, LinearMap.smul_apply, LinearMap.sum_apply]
    rfl
  -- the group average projects onto the allowed tables
  have proj : LinearMap.IsProj (integralSpace D) P := by
    refine ⟨fun V => ?_, fun V hV => ?_⟩
    · rw [hP]
      refine ⟨?_, fun h => ?_⟩
      · simp only [transpose_smul, transpose_sum, transpose_mul, transpose_transpose,
          transpose_add, Matrix.mul_assoc, add_comm Vᵀ V]
      · rw [Matrix.mul_smul, Matrix.smul_mul, Matrix.mul_sum, Matrix.sum_mul]
        congr 1
        refine Fintype.sum_equiv (Equiv.mulRight h) _ _ fun g => ?_
        simp only [Equiv.coe_mulRight, pairRep_mul, transpose_mul, Matrix.mul_smul,
          Matrix.smul_mul, Matrix.mul_assoc]
    · obtain ⟨b, c⟩ := hV
      have h : ∀ g, (1 / 2 : ℝ) • ((pairRep D g)ᵀ * (V + Vᵀ) * pairRep D g) = V := by
        intro g
        rw [b, Matrix.mul_add, Matrix.add_mul, c, ← two_smul ℝ V, smul_smul]
        norm_num
      rw [hP]
      simp only [h, Finset.sum_const, Finset.card_univ]
      rw [← Nat.cast_smul_eq_nsmul ℝ, smul_smul, inv_mul_cancel₀ hc, one_smul]
  -- its trace is the dimension
  have t : ∀ g, LinearMap.trace ℝ _ (twirl (pairRep D g)) =
      symSq (symSq fun h => (D h).trace) g := by
    intro g
    rw [trace_twirl, ← pairRep_mul, trace_pairRep, trace_pairRep, ← pow_two]
    rfl
  rw [← proj.trace]
  simp only [P, map_smul, map_sum, t, smul_eq_mul]
  rw [div_eq_inv_mul]
```

`Module.finrank` is the dimension, here converted to a real number. The argument uses the average

$$P=\frac1{|G|}\sum_gT_{M(g)}.$$

First, $PV$ is always allowed. It is symmetric because $V+V^T$ is, and

$$M(h)^T(PV)M(h)=\frac1{2|G|}\sum_gM(gh)^T(V+V^T)M(gh)=PV,$$

because $g\mapsto gh$ only reorders the group; this is `Equiv.mulRight h`. Second, if $V$ is already allowed, every term of the average equals $V$, so $PV=V$.

Thus $P$ projects onto the allowed tables (`proj`), and its trace is their dimension. Since $M(g)^2=M(g^2)$, the two trace formulas give

$$\dim=\frac1{|G|}\sum_g\tfrac12\left(s(g)^2+s(g^2)\right).$$

The representation need be neither orthogonal nor irreducible.

## The octahedral average

```lean
/-- The e + t2 character on S4: fixed points plus fixed pairings minus two, a pairing being
an involution of the four points without fixed points. -/
def dChar (g : Equiv.Perm (Fin 4)) : ℤ :=
  ((Finset.univ.filter fun x => g x = x).card : ℤ) +
  ((Finset.univ.filter fun τ : Equiv.Perm (Fin 4) =>
    (∀ x, τ x ≠ x) ∧ (∀ x, τ (τ x) = x) ∧ ∀ x, g (τ x) = τ (g x)).card : ℤ) - 2
```

The octahedral rotations permute the four body diagonals of a cube, which identifies the rotation group with $S_4$. Inversion leaves d orbitals unchanged and adds no condition. A pairing is encoded as an involution $\tau$ without fixed points, and $g$ fixes it when $g\tau=\tau g$. Then `dChar` is $\chi(g)=\text{fixed points}+\text{fixed pairings}-2$, the character of e + t2.

```lean
/-- The average of `(s(g)² + s(g²)) / 2` over S4 is 10, where `s` is the symmetric square
of the e + t2 character. -/
theorem average_eq_ten :
    (∑ g, symSq (symSq fun h => (dChar h : ℝ)) g) / Fintype.card (Equiv.Perm (Fin 4)) = 10 := by
  have h : ∑ g, ((dChar g ^ 2 + dChar (g ^ 2)) ^ 2 +
      2 * (dChar (g ^ 2) ^ 2 + dChar ((g ^ 2) ^ 2))) = 1920 := by decide +kernel
  have hr := congrArg (Int.cast : ℤ → ℝ) h
  push_cast at hr
  have hs : ∀ g, symSq (symSq fun h => (dChar h : ℝ)) g =
      (((dChar g : ℝ) ^ 2 + dChar (g ^ 2)) ^ 2 +
        2 * ((dChar (g ^ 2) : ℝ) ^ 2 + dChar ((g ^ 2) ^ 2))) / 8 := by
    intro g
    simp only [symSq]
    ring
  have hcard : Fintype.card (Equiv.Perm (Fin 4)) = 24 := by decide +kernel
  rw [Finset.sum_congr rfl fun g _ => hs g, ← Finset.sum_div, hr, hcard]
  norm_num
```

By hand, one works class by class:

| Cycle type | Elements | $\chi$ | $s$ | $\tfrac12(s(g)^2+s(g^2))$ |
|---|---:|---:|---:|---:|
| identity | 1 | 5 | 15 | 120 |
| transposition | 6 | 1 | 3 | 12 |
| double transposition | 3 | 1 | 3 | 12 |
| 3-cycle | 8 | −1 | 0 | 0 |
| 4-cycle | 6 | −1 | 1 | 2 |

The weighted sum is $120+72+36+0+12=240$, and $240/24=10$. Lean clears the denominators and has `decide +kernel` evaluate the integer sum over all 24 elements, $8\cdot240=1920$.

```lean
/-- For real orbitals with the e + t2 character, the space of two-electron integral tables allowed
by S4 symmetry has dimension 10. -/
theorem ten_independent_integrals (D : Equiv.Perm (Fin 4) →* Matrix ι ι ℝ)
    (hD : ∀ g, (D g).trace = dChar g) : Module.finrank ℝ (integralSpace D) = 10 := by
  have h := finrank_integralSpace D
  simp only [hD] at h
  rw [average_eq_ten] at h
  exact_mod_cast h
```

The hypothesis `hD` says that the orbitals have the e + t2 character. The general formula and the average then give dimension exactly 10. The e and t2 orbitals may have different radial parts.

In a code, the projection is a loop over the 24 matrices. For an array that already has the permutation symmetries, it reads

$$V'_{ijkl}=\frac1{24}\sum_g\sum_{a,b,c,d}D_{ai}D_{bj}D_{ck}D_{dl}\,V_{abcd}.$$

This removes symmetry-breaking noise from computed integrals. Applied to a basis of permutation-symmetric tables, it yields a set of rank 10, from which ten basis tables can be chosen; their coefficients are the model's parameters.

## A representation on the edges of a tetrahedron

```lean
/-- The permutation of the six edges of a tetrahedron induced by a permutation `g` of its four
vertices. -/
def edgeMap (g : Equiv.Perm (Fin 4)) (e : Fin 6) : Fin 6 :=
  (![![0, 0, 1, 2], ![0, 0, 3, 4], ![1, 3, 0, 5], ![2, 4, 5, 0]] : Fin 4 → Fin 4 → Fin 6)
    (g ((![0, 0, 0, 1, 1, 2] : Fin 6 → Fin 4) e)) (g ((![1, 2, 3, 2, 3, 3] : Fin 6 → Fin 4) e))
```

The six edges of a tetrahedron are numbered 0 to 5. `edgeMap` looks up the two endpoints of an edge, moves them by $g$ and returns the number of the new edge.

```lean
/-- The action of S4 on edge functions of zero sum, in the basis of differences from the
last edge. -/
def edgeRep : Equiv.Perm (Fin 4) →* Matrix (Fin 5) (Fin 5) ℤ where
  toFun g := Matrix.of fun i j => (if edgeMap g j.castSucc = i.castSucc then 1 else 0) -
    (if edgeMap g (Fin.last 5) = i.castSucc then 1 else 0)
  map_one' := by decide +kernel
  map_mul' g h := by
    have hm : ∀ g h e, edgeMap (g * h) e = edgeMap g (edgeMap h e) := by decide +kernel
    have key : ∀ (f : Fin 6 → ℤ) (x : Fin 6), ∑ k : Fin 5, (f k.castSucc - f (Fin.last 5)) *
        (if x = k.castSucc then 1 else 0) = f x - f (Fin.last 5) := by
      intro f x
      have e : ∑ k : Fin 6, (f k - f (Fin.last 5)) * (if x = k then 1 else 0) =
          f x - f (Fin.last 5) := by simp
      rwa [Fin.sum_univ_castSucc, sub_self, zero_mul, add_zero] at e
    ext i j
    have k1 := key (fun e => if edgeMap g e = i.castSucc then 1 else 0) (edgeMap h j.castSucc)
    have k2 := key (fun e => if edgeMap g e = i.castSucc then 1 else 0) (edgeMap h (Fin.last 5))
    beta_reduce at k1 k2
    simp only [Matrix.mul_apply, of_apply, hm]
    simp only [mul_sub, Finset.sum_sub_distrib]
    rw [k1, k2]
    ring
```

Let $u_e$ be the function equal to 1 on edge $e$ and 0 elsewhere. The differences $b_j=u_j-u_5$, $j=0,\dots,4$, span the edge functions of zero sum. Since $gb_j=u_{gj}-u_{g5}$, the matrix entries are $\delta_{gj,i}-\delta_{g5,i}$. For the product rule, `key` extends the sum over five basis vectors to all six edges, where the added term is zero.

```lean
/-- The five-dimensional edge representation, taken over the reals, has the e + t2 character. -/
theorem ten_independent_integrals_witness (g : Equiv.Perm (Fin 4)) :
    (((Int.castRingHom ℝ).mapMatrix.toMonoidHom.comp edgeRep) g).trace = dChar g := by
  have h : ∀ g, (edgeRep g).trace = dChar g := by decide +kernel
  rw [← h g]
  simp [Matrix.trace]

end

end OctahedralElectrostaticIntegrals
```

The trace is the number of fixed edges minus one: 5, 1, 1, −1, −1 in the order of the table, which agrees with $\chi$. Lean compares the two for every $g$, after which the integer matrices are read as real ones. The count of ten therefore applies to this explicit five-dimensional representation.

```lean
#print axioms OctahedralElectrostaticIntegrals.integral_swap
#print axioms OctahedralElectrostaticIntegrals.ten_independent_integrals
```

```
'OctahedralElectrostaticIntegrals.integral_swap' depends on axioms: [propext, Classical.choice, Quot.sound]
'OctahedralElectrostaticIntegrals.ten_independent_integrals' depends on axioms: [propext, Classical.choice, Quot.sound]
```
